# The norm of $xa + ya^*$ in one fermionic mode is $\max(|x|,|y|)$

How large is an operator that removes a fermion from a mode with amplitude $x$ and adds one with amplitude $y$? Before this can be answered, one has to choose what the annihilation operator $a$ is: a particular matrix, or any object that obeys the right algebra. Here it is the second. The operator $a$ is an element of a C\*-algebra, that is, of a complete complex algebra with unit, adjoint $*$ and a norm that satisfies $\|ST\| \le \|S\|\,\|T\|$ and $\|T^*T\| = \|T\|^2$. The result then holds for every representation of the mode, including a mode embedded in a larger many-mode space.

## The larger amplitude sets the norm

Let the algebra be nontrivial ($1 \neq 0$), and let $a$ satisfy

$$a^2 = 0, \qquad aa^* + a^*a = 1 .$$

The first relation is the exclusion principle: the mode can't be emptied twice. The second is the canonical anticommutation relation, with the right-hand side 1 because the orbital is normalised. Then for all complex $x$ and $y$

$$\|xa + ya^*\| = \max(|x|, |y|).$$

The quadrature value $\sqrt{|x|^2+|y|^2}$ is correct exactly when $x = 0$ or $y = 0$. Otherwise it is too large, by a factor of at most $\sqrt 2$, which is reached at $|x| = |y|$.

## Where operator norms enter a simulation

Norms of Hamiltonian terms are used to choose time steps in product formulas and to rescale an operator before a Chebyshev expansion. In a model with a source term $xa + \bar{x}a^*$ on a single mode, that term contributes $|x|$ to such a bound, not $\sqrt2\,|x|$. With a numerical amplitude $x \neq 0$ the term changes fermion parity, so it is a formal device and not a physical Hamiltonian term by itself. In a coupling term that conserves parity, $xa + ya^*$ can appear as one factor, and it then contributes $\max(|x|,|y|)$ to a bound by a product of norms. For $x = y = 1$ the operator is the Majorana operator $a + a^*$, of norm 1.

The restriction to one mode matters for superconductivity. A Bogoliubov operator $xa + yb^*$ that mixes two orthogonal modes $a$ and $b$ does have norm $\sqrt{|x|^2+|y|^2}$.

## From the anticommutator to the norm

Write $T = xa + ya^*$, $n = a^*a$ and $m = aa^*$, so that $n + m = 1$. Taking the adjoint of $a^2 = 0$ gives $(a^*)^2 = 0$, so $a^*$ satisfies the same two relations as $a$. This is particle-hole exchange, and it swaps $n$ with $m$.

**The product $T^*T$.** With $T^* = \bar{x}a^* + \bar{y}a$,

$$T^*T = |x|^2 a^*a + \bar{x}y\,(a^*)^2 + \bar{y}x\,a^2 + |y|^2 aa^* = |x|^2 n + |y|^2 m .$$

The cross terms, which could have made the amplitudes interfere, contain $a^2$ or $(a^*)^2$ and vanish.

**Two complementary projections.** The relations give

$$n^2 = a^*(aa^*)a = a^*(1 - a^*a)a = n - (a^*)^2a^2 = n,$$

and by exchange $m^2 = m$. Also $mn = a(a^*)^2a = 0$ and $nm = a^*a^2a^* = 0$. Neither projection is zero: if $n = 0$, then $m = 1$, and $1 = m^2 = a(a^*a)a^* = 0$, a contradiction. Exchange gives $m \neq 0$.

**Upper bound.** Let $P = n - m$. Then $P^* = P$ and $P^2 = n + m = 1$, so $\|P\|^2 = \|P^*P\| = \|1\| = 1$. For real $\alpha, \beta \ge 0$,

$$\alpha n + \beta m = \frac{\alpha+\beta}{2}\,1 + \frac{\alpha-\beta}{2}\,P,$$

and the triangle inequality yields

$$\|\alpha n + \beta m\| \le \frac{\alpha+\beta}{2} + \frac{|\alpha-\beta|}{2} = \max(\alpha,\beta).$$

**Lower bound.** Multiplying by $n$ from the right leaves $(\alpha n + \beta m)n = \alpha n$. Hence $\alpha\|n\| \le \|\alpha n + \beta m\|\,\|n\|$, and since $\|n\| > 0$, $\alpha \le \|\alpha n + \beta m\|$. Exchange gives the same bound for $\beta$. Together, $\|\alpha n + \beta m\| = \max(\alpha,\beta)$.

**Conclusion.** Setting $\alpha = |x|^2$ and $\beta = |y|^2$,

$$\|T\|^2 = \|T^*T\| = \max(|x|^2,|y|^2) = \max(|x|,|y|)^2,$$

and both sides are squares of nonnegative numbers. If the norm equals the quadrature value, then $\max(|x|,|y|)^2 = |x|^2 + |y|^2$, so the smaller amplitude is zero. Conversely, if one amplitude is zero, both expressions reduce to the modulus of the other.

The square without the adjoint is also simple: $T^2 = xy(aa^* + a^*a) = xy\,1$.

## The mode as a 2×2 matrix

The smallest representation has an empty and an occupied state, in that order, with

$$a = \begin{pmatrix}0&1\\0&0\end{pmatrix}, \qquad T = \begin{pmatrix}0&x\\y&0\end{pmatrix}.$$

The two amplitudes act on orthogonal inputs and lead to orthogonal outputs. The singular values are therefore $|x|$ and $|y|$, and the larger one is the operator norm. The eigenvalues are the square roots of $xy$, so an eigenvalue routine gives $\sqrt{|xy|}$ as the largest modulus, which is not the norm unless $|x| = |y|$.

## The complete Lean source

```lean
import Mathlib

open Matrix

namespace FermionModeMixing

noncomputable section

/-- An annihilation operator `a` of a single fermionic mode, with creation operator `star a`:
`a² = 0` and `a a* + a* a = 1`. -/
structure IsFermionMode {A : Type*} [Ring A] [StarRing A] (a : A) : Prop where
  sq : a ^ 2 = 0
  car : a * star a + star a * a = 1

/-- The 2×2 complex matrix with a single entry 1 in the upper right corner satisfies the
relations of a fermionic mode. -/
theorem isFermionMode_witness :
    IsFermionMode (!![0, 1; 0, 0] : Matrix (Fin 2) (Fin 2) ℂ) := by
  have hs : star (!![0, 1; 0, 0] : Matrix (Fin 2) (Fin 2) ℂ) = !![0, 0; 1, 0] := by
    ext i j
    fin_cases i <;> fin_cases j <;> simp [Matrix.star_apply]
  constructor
  · ext i j
    fin_cases i <;> fin_cases j <;> simp [pow_two, Matrix.mul_apply, Fin.sum_univ_succ]
  · rw [hs, Matrix.mul_fin_two, Matrix.mul_fin_two, Matrix.one_fin_two]
    ext i j
    fin_cases i <;> fin_cases j <;> simp

/-- Particle-hole exchange: if `a` annihilates a fermionic mode, then `star a` satisfies the
same relations. -/
theorem IsFermionMode.particle_hole {A : Type*} [Ring A] [StarRing A] {a : A}
    (h : IsFermionMode a) : IsFermionMode (star a) := by
  constructor
  · rw [pow_two, ← star_mul, ← pow_two, h.sq, star_zero]
  · rw [star_star, add_comm, h.car]

variable {A : Type*} [CStarAlgebra A] {a : A}

/-- The operator `x a + y a*` that mixes annihilation and creation with complex
amplitudes `x` and `y`. -/
def mix (a : A) (x y : ℂ) : A := x • a + y • star a

/-- The square of the mixed operator of a fermionic mode is the scalar `x y`. -/
theorem mix_mul_self (h : IsFermionMode a) (x y : ℂ) :
    mix a x y * mix a x y = (x * y) • (1 : A) := by
  have haa : a * a = 0 := by rw [← pow_two, h.sq]
  have hcc : star a * star a = 0 := by rw [← pow_two, h.particle_hole.sq]
  have expand : mix a x y * mix a x y = (x * x) • (a * a) + (x * y) • (a * star a)
      + (x * y) • (star a * a) + (y * y) • (star a * star a) := by
    simp only [mix, add_mul, mul_add, smul_mul_assoc, mul_smul_comm]
    module
  rw [expand, haa, hcc, smul_zero, smul_zero, zero_add, add_zero, ← smul_add, h.car]

/-- For `T = x a + y a*` in a fermionic mode, `T* T = |x|² a* a + |y|² a a*`. -/
theorem star_mix_mul_mix (h : IsFermionMode a) (x y : ℂ) :
    star (mix a x y) * mix a x y =
      ((‖x‖ ^ 2 : ℝ) : ℂ) • (star a * a) + ((‖y‖ ^ 2 : ℝ) : ℂ) • (a * star a) := by
  have haa : a * a = 0 := by rw [← pow_two, h.sq]
  have hcc : star a * star a = 0 := by rw [← pow_two, h.particle_hole.sq]
  have hn (z : ℂ) : star z * z = ((‖z‖ ^ 2 : ℝ) : ℂ) := by
    rw [Complex.star_def, ← Complex.normSq_eq_conj_mul_self, Complex.normSq_eq_norm_sq]
  have expand : star (mix a x y) * mix a x y =
      (star x * x) • (star a * a) + (star x * y) • (star a * star a)
      + (star y * x) • (a * a) + (star y * y) • (a * star a) := by
    simp only [mix, star_add, star_smul, star_star, add_mul, mul_add, smul_mul_assoc,
      mul_smul_comm]
    module
  -- the two pair terms vanish by the exclusion principle
  rw [expand, haa, hcc, smul_zero, smul_zero, add_zero, add_zero, hn, hn]

/-- In a nontrivial C*-algebra the operator `a* a - a a*` of a fermionic mode has norm 1. -/
theorem norm_parity [Nontrivial A] (h : IsFermionMode a) :
    ‖star a * a - a * star a‖ = 1 := by
  have haa : a * a = 0 := by rw [← pow_two, h.sq]
  have hcc : star a * star a = 0 := by rw [← pow_two, h.particle_hole.sq]
  have hs : star (star a * a - a * star a) = star a * a - a * star a := by
    simp only [star_sub, star_mul, star_star]
  have hp : (star a * a - a * star a) * (star a * a - a * star a) = 1 := by
    calc _ = (a * star a + star a * a) * (a * star a + star a * a)
          - (a * (star a * star a) * a + a * (star a * star a) * a)
          - (star a * (a * a) * star a + star a * (a * a) * star a) := by noncomm_ring
      _ = 1 := by rw [h.car, haa, hcc]; simp
  -- a self-adjoint square root of 1 has norm 1
  have hm := CStarRing.norm_star_mul_self (x := star a * a - a * star a)
  rw [hs, hp, CStarRing.norm_one] at hm
  nlinarith [norm_nonneg (star a * a - a * star a)]

/-- In a nontrivial C*-algebra, the weight `α ≥ 0` of `a* a` is at most the norm of
`α a* a + β a a*`, for a fermionic mode and real `β`. -/
theorem weight_le_norm [Nontrivial A] (h : IsFermionMode a) {α : ℝ} (hα : 0 ≤ α) (β : ℝ) :
    α ≤ ‖(α : ℂ) • (star a * a) + (β : ℂ) • (a * star a)‖ := by
  have hcc : star a * star a = 0 := by rw [← pow_two, h.particle_hole.sq]
  have hne : star a * a ≠ 0 := by
    intro h0
    have h1 : a * star a = 1 := by simpa only [h0, add_zero] using h.car
    apply one_ne_zero (α := A)
    calc (1 : A) = (a * star a) * (a * star a) := by rw [h1, mul_one]
      _ = a * (star a * a) * star a := by noncomm_ring
      _ = 0 := by rw [h0, mul_zero, zero_mul]
  have hidem : (star a * a) * (star a * a) = star a * a := by
    calc _ = star a * (a * star a + star a * a) * a - (star a * star a) * (a * a) := by
          noncomm_ring
      _ = star a * a := by rw [h.car, hcc, mul_one, zero_mul, sub_zero]
  have hcross : (a * star a) * (star a * a) = 0 := by
    calc _ = a * (star a * star a) * a := by noncomm_ring
      _ = 0 := by rw [hcc, mul_zero, zero_mul]
  -- multiplying by the projection `a* a` isolates the weight `α`
  have hS : ((α : ℂ) • (star a * a) + (β : ℂ) • (a * star a)) * (star a * a)
      = (α : ℂ) • (star a * a) := by
    rw [add_mul, smul_mul_assoc, smul_mul_assoc, hidem, hcross, smul_zero, add_zero]
  have hb := norm_mul_le ((α : ℂ) • (star a * a) + (β : ℂ) • (a * star a)) (star a * a)
  rw [hS, norm_smul, Complex.norm_real, Real.norm_eq_abs, abs_of_nonneg hα] at hb
  exact le_of_mul_le_mul_right hb (norm_pos_iff.2 hne)

/-- In a nontrivial C*-algebra, for a fermionic mode and weights `α, β ≥ 0`, the norm of
`α a* a + β a a*` is the larger weight. -/
theorem norm_weighted [Nontrivial A] (h : IsFermionMode a) {α β : ℝ}
    (hα : 0 ≤ α) (hβ : 0 ≤ β) :
    ‖(α : ℂ) • (star a * a) + (β : ℂ) • (a * star a)‖ = max α β := by
  apply le_antisymm
  · -- split into a multiple of 1 and a multiple of the parity operator
    have hsplit : (α : ℂ) • (star a * a) + (β : ℂ) • (a * star a) =
        (((α + β) / 2 : ℝ) : ℂ) • (1 : A)
        + (((α - β) / 2 : ℝ) : ℂ) • (star a * a - a * star a) := by
      rw [← h.car]
      push_cast
      module
    rw [hsplit]
    refine (norm_add_le _ _).trans ?_
    rw [norm_smul, norm_smul, norm_parity h, CStarRing.norm_one, Complex.norm_real,
      Complex.norm_real, Real.norm_eq_abs, Real.norm_eq_abs, mul_one, mul_one,
      abs_of_nonneg (by linarith : 0 ≤ (α + β) / 2)]
    rcases le_total α β with hab | hab
    · rw [max_eq_right hab, abs_of_nonpos (by linarith)]
      linarith
    · rw [max_eq_left hab, abs_of_nonneg (by linarith)]
      linarith
  · refine max_le (weight_le_norm h hα β) ?_
    have h2 := weight_le_norm h.particle_hole hβ α
    rw [star_star, add_comm] at h2
    exact h2

/-- In a nontrivial C*-algebra, mixing annihilation and creation in one fermionic mode gives
an operator of norm `‖x a + y a*‖ = max(|x|, |y|)`. -/
theorem norm_mix [Nontrivial A] (h : IsFermionMode a) (x y : ℂ) :
    ‖mix a x y‖ = max ‖x‖ ‖y‖ := by
  have hm := CStarRing.norm_star_mul_self (x := mix a x y)
  rw [star_mix_mul_mix h, norm_weighted h (sq_nonneg _) (sq_nonneg _), ← pow_two] at hm
  have hmax : max (‖x‖ ^ 2) (‖y‖ ^ 2) = (max ‖x‖ ‖y‖) ^ 2 := by
    rcases le_total ‖x‖ ‖y‖ with hxy | hxy
    · rw [max_eq_right hxy, max_eq_right (pow_le_pow_left₀ (norm_nonneg x) hxy 2)]
    · rw [max_eq_left hxy, max_eq_left (pow_le_pow_left₀ (norm_nonneg y) hxy 2)]
  rw [hmax] at hm
  exact ((pow_left_inj₀ ((norm_nonneg x).trans (le_max_left _ _)) (norm_nonneg _)
    two_ne_zero).1 hm).symm

/-- In a nontrivial C*-algebra, the amplitudes of `x a + y a*` in one fermionic mode add in
quadrature exactly when one of them is zero. -/
theorem norm_mix_eq_quadrature_iff [Nontrivial A] (h : IsFermionMode a) (x y : ℂ) :
    ‖mix a x y‖ = √(‖x‖ ^ 2 + ‖y‖ ^ 2) ↔ x = 0 ∨ y = 0 := by
  rw [norm_mix h]
  constructor
  · intro hq
    have hs := Real.sq_sqrt (add_nonneg (sq_nonneg ‖x‖) (sq_nonneg ‖y‖))
    rw [← hq] at hs
    rcases le_total ‖x‖ ‖y‖ with hxy | hxy
    · rw [max_eq_right hxy] at hs
      exact Or.inl (norm_eq_zero.1 (pow_eq_zero_iff two_ne_zero |>.1 (by linarith)))
    · rw [max_eq_left hxy] at hs
      exact Or.inr (norm_eq_zero.1 (pow_eq_zero_iff two_ne_zero |>.1 (by linarith)))
  · rintro (rfl | rfl)
    · simp [Real.sqrt_sq (norm_nonneg y)]
    · simp [Real.sqrt_sq (norm_nonneg x)]

end

end FermionModeMixing
```

```lean
#print axioms FermionModeMixing.mix_mul_self
#print axioms FermionModeMixing.norm_mix
#print axioms FermionModeMixing.norm_mix_eq_quadrature_iff
```

```
'FermionModeMixing.mix_mul_self' depends on axioms: [propext, Classical.choice, Quot.sound]
'FermionModeMixing.norm_mix' depends on axioms: [propext, Classical.choice, Quot.sound]
'FermionModeMixing.norm_mix_eq_quadrature_iff' depends on axioms: [propext, Classical.choice, Quot.sound]
```

## Reading `IsFermionMode`, `mix` and `norm_mix`

`IsFermionMode a` is the pair of relations, with `sq` for exclusion and `car` for the anticommutator. The creation operator is not a separate variable: it is `star a`, the physicist's $a^\dagger$. This definition needs only a ring with an adjoint. The norm enters with `CStarAlgebra A`, and `[Nontrivial A]` says that $1 \neq 0$. In the zero algebra, $a = 0$ satisfies both relations and every norm is 0, so there the formula fails as soon as $x$ or $y$ is nonzero.

`mix a x y` is $xa + ya^*$, with `•` for multiplication by a complex scalar. The main theorem `norm_mix` states `‖mix a x y‖ = max ‖x‖ ‖y‖`, where `‖x‖` is the modulus of a complex number. `norm_mix_eq_quadrature_iff` is the criterion for the quadrature value. `isFermionMode_witness` shows that the 2×2 matrix above satisfies the relations, so the definition is not empty.

One name differs in sign from common use. The operator in `norm_parity` is $a^*a - aa^* = 2n - 1$, whereas fermion parity is usually $(-1)^n = 1 - 2n$. The norm is the same.

## The lemmas behind the norm formula

`IsFermionMode.particle_hole` is the exchange $a \leftrightarrow a^*$. `star_mix_mul_mix` computes $T^*T$: the step `expand` multiplies out the four terms, with `module` collecting the scalars, and the two pair terms are then rewritten to zero. `mix_mul_self` treats $T^2$ in the same way; the norm formula doesn't use it.

In `norm_parity`, $P^2$ is written as $(m+n)^2 - 2mn - 2nm$, an identity that `noncomm_ring` verifies without assuming that factors commute. The relations reduce it to 1, and the C\*-identity gives $\|P\|^2 = 1$.

`weight_le_norm` is the lower bound. Its intermediate facts `hne`, `hidem` and `hcross` are $n \neq 0$, $n^2 = n$ and $mn = 0$, and the last line cancels the positive factor $\|n\|$. `norm_weighted` joins the two bounds with `le_antisymm`. For the upper one, `hsplit` is the decomposition into 1 and $P$, followed by the triangle inequality and the two cases $\alpha \le \beta$ and $\beta \le \alpha$. For the lower one, `weight_le_norm` is applied to $a$ and then to `star a`, with the weights exchanged.

`norm_mix` inserts the squared moduli into the C\*-identity and removes the squares. The quadrature criterion squares the assumed equality and lets `linarith` conclude that the square of the smaller modulus is zero.

## Which norm and which modes the theorem reaches

The formula holds for any element that obeys the two relations, whatever else the algebra contains. One mode of a many-mode system therefore qualifies, provided that its matrix satisfies both relations in the full space. The amplitudes are arbitrary complex numbers, and no Hermiticity of $T$ is required.

The step left to the user is to identify the norm in a program with the C\*-norm of the theorem. The witness establishes the algebraic relations for the 2×2 matrix but puts no norm on it. For matrices, the norm to use is the spectral norm, the largest singular value. The Frobenius norm of the 2×2 matrix $T$ is exactly $\sqrt{|x|^2+|y|^2}$, so a routine that returns the Frobenius norm by default will appear to confirm the quadrature rule.

The theorem concerns a single operator $xa + ya^*$ with exact relations. It applies to a sum over several modes only if the sum can be written as $xc + yc^*$ with one operator $c$ that obeys both relations. It gives no error estimate for matrices that satisfy the relations only approximately, as after rounding.
